# A two-dimensional contact interaction tuned to a binding energy meets its bound-state condition at every positive cutoff

The theorem `bound_state_condition` concerns an attractive two-dimensional contact interaction −g δ²(r) with a momentum cutoff L > 0 and a binding energy B > 0, in units where the kinetic energy is k². With the momentum measure d²k/(2π)², the integral over angles leaves a factor 1/(2π), which is absorbed into the coupling c = g/(2π), so c is positive for attraction. The bare coupling is defined as c(L) = 2 / log(1 + L²/B), and the remaining radial loop integral at energy −B is the integral of k/(k² + B) from 0 to L. The theorem says that their product is exactly 1 at each such cutoff, not only in the limit of large L. The proof takes the value log(1 + L²/B)/2 of the integral from an earlier lemma, and then needs only the real identity `hone`, in which the logarithm and the factor 2 cancel.

The first attempt, which Lean rejects:

```lean
import Mathlib

open Filter Topology

namespace BoundStateCondition

noncomputable section

/-- The bare coupling `c(L)` of a two-dimensional contact interaction at momentum cutoff `L`,
tuned to the binding energy `B`; its domain is `B > 0`, `L > 0`. -/
def bareCoupling (B L : ℝ) : ℝ := 2 / Real.log (1 + L ^ 2 / B)

/-- The radial loop integral of `k / (k² + z)` over momenta from `0` to the cutoff `L`,
at energy `-z`; its domain is `z` off the closed negative real axis. -/
def loopIntegral (z : ℂ) (L : ℝ) : ℂ :=
  ∫ k in (0 : ℝ)..L, (k : ℂ) / ((k : ℂ) ^ 2 + z)

/-- Adding a kinetic energy `k²` to a `z` off the closed negative real axis
gives a number that is again off that axis. -/
theorem kinetic_add_mem {z : ℂ} (hz : z ∈ Complex.slitPlane) (k : ℝ) :
    (k : ℂ) ^ 2 + z ∈ Complex.slitPlane := by
  have hre : ((k : ℂ) ^ 2 + z).re = k ^ 2 + z.re := by
    rw [← Complex.ofReal_pow, Complex.add_re, Complex.ofReal_re]
  have him : ((k : ℂ) ^ 2 + z).im = z.im := by
    rw [← Complex.ofReal_pow, Complex.add_im, Complex.ofReal_im, zero_add]
  rw [Complex.mem_slitPlane_iff] at hz ⊢
  rw [hre, him]
  rcases hz with h | h
  · left
    nlinarith [sq_nonneg k]
  · exact Or.inr h

/-- For `z` off the closed negative real axis, the loop integral is half the difference of
the principal logarithms of `L² + z` and `z`. -/
theorem loopIntegral_eq {z : ℂ} (hz : z ∈ Complex.slitPlane) (L : ℝ) :
    loopIntegral z L = (Complex.log ((L : ℂ) ^ 2 + z) - Complex.log z) / 2 := by
  -- the logarithm is an antiderivative along the whole integration path
  have hd : ∀ k : ℝ, HasDerivAt (fun k : ℝ => Complex.log ((k : ℂ) ^ 2 + z) / 2)
      ((k : ℂ) / ((k : ℂ) ^ 2 + z)) k := by
    intro k
    have h1 : HasDerivAt (fun w : ℂ => w ^ 2 + z) (2 * (k : ℂ)) (k : ℂ) := by
      simpa using (hasDerivAt_pow 2 (k : ℂ)).add_const z
    have h2 := ((h1.clog (kinetic_add_mem hz k)).div_const 2).comp_ofReal
    refine h2.congr_deriv ?_

    ring
  have hc : Continuous (fun k : ℝ => (k : ℂ) / ((k : ℂ) ^ 2 + z)) :=
    Continuous.div (by fun_prop) (by fun_prop)
      (fun k => Complex.slitPlane_ne_zero (kinetic_add_mem hz k))
  have h0 : ((0 : ℝ) : ℂ) ^ 2 + z = z := by simp
  unfold loopIntegral
  rw [intervalIntegral.integral_eq_sub_of_hasDerivAt (fun k _ => hd k)
    (hc.intervalIntegrable 0 L), h0]
  ring

/-- At `z = B > 0` the loop integral equals `log (1 + L² / B) / 2`. -/
theorem loopIntegral_binding {B : ℝ} (hB : 0 < B) (L : ℝ) :
    loopIntegral B L = ((Real.log (1 + L ^ 2 / B) / 2 : ℝ) : ℂ) := by
  have hpos : 0 < L ^ 2 + B := by positivity
  have hfrac : 1 + L ^ 2 / B = (L ^ 2 + B) / B := by
    rw [add_div, div_self hB.ne', add_comm]
  have hcast : (L : ℂ) ^ 2 + (B : ℂ) = ((L ^ 2 + B : ℝ) : ℂ) := by push_cast; rfl
  rw [loopIntegral_eq (Complex.ofReal_mem_slitPlane.2 hB), hcast,
    ← Complex.ofReal_log hpos.le, ← Complex.ofReal_log hB.le, hfrac,
    Real.log_div hpos.ne' hB.ne', Complex.ofReal_div, Complex.ofReal_sub,
    Complex.ofReal_ofNat]

/-- The bound-state condition `c(L) · (loop integral at z = B) = 1` holds exactly at every
positive cutoff `L`, for `B > 0`. -/
theorem bound_state_condition {B L : ℝ} (hB : 0 < B) (hL : 0 < L) :
    (bareCoupling B L : ℂ) * loopIntegral B L = 1 := by
  have hq : 0 < L ^ 2 / B := by positivity
  have hlog : Real.log (1 + L ^ 2 / B) ≠ 0 := (Real.log_pos (by linarith)).ne'
  have hone : 2 / Real.log (1 + L ^ 2 / B) * (Real.log (1 + L ^ 2 / B) / 2) = 1 := by
    field_simp
  rw [loopIntegral_binding hB, bareCoupling, ← Complex.ofReal_mul, hone, Complex.ofReal_one]

end

end BoundStateCondition
```

The error:

```
Main.lean:74:83: error: unsolved goals
B L : ℝ
hB : 0 < B
hL : 0 < L
hq : 0 < L ^ 2 / B
hlog : Real.log (1 + L ^ 2 / B) ≠ 0
⊢ Real.log ((B + L ^ 2) / B) / Real.log ((B + L ^ 2) / B) = 1
```

Diagnosis. The error is in the proof of `hone`. Lean reports the goal that `field_simp` left unsolved: a logarithm divided by itself, to be shown equal to 1. This cancellation needs the logarithm to be nonzero, and `hlog` says so, but for `Real.log (1 + L ^ 2 / B)`. `field_simp` had also rewritten the argument of the logarithm, putting it over a common denominator, so the goal now speaks of `Real.log ((B + L ^ 2) / B)`. The two are equal, but they no longer have the same form, so `hlog` did not supply the fact that `field_simp` needed.

The repair proves the cancellation first for an arbitrary real `x` with `x ≠ 0`, as `hcancel`. Here `field_simp` finds no fraction inside `x` to rewrite, and the hypothesis `hx` fits the denominator as it stands. Applying `hcancel` to `hlog` then gives `hone` with the logarithm in its original form, which is the form the final `rw` needs.

The change, after which it compiles:

```diff
@@ -72,6 +72,8 @@
   have hq : 0 < L ^ 2 / B := by positivity
   have hlog : Real.log (1 + L ^ 2 / B) ≠ 0 := (Real.log_pos (by linarith)).ne'
-  have hone : 2 / Real.log (1 + L ^ 2 / B) * (Real.log (1 + L ^ 2 / B) / 2) = 1 := by
+  have hcancel : ∀ x : ℝ, x ≠ 0 → 2 / x * (x / 2) = 1 := by
+    intro x hx
     field_simp
+  have hone := hcancel _ hlog
   rw [loopIntegral_binding hB, bareCoupling, ← Complex.ofReal_mul, hone, Complex.ofReal_one]
 
```
